# For |r| < 1, overlaps r^|i−j| cut off at nearest neighbours stay positive definite at every chain length exactly when |r| ≤ 1/2

Take three normalised orbitals in a row, with overlap $r$ between neighbours and $r^2$ between the ends. The combination with coefficients $(1,-1,1)$ has squared norm
$$3-4r+2r^2 = 1+2(1-r)^2 > 0 .$$
Setting the end-to-end overlap to zero removes the term $2r^2$ and leaves $3-4r$, which is negative for $r>3/4$. No orbital can have a negative squared norm, so the truncated matrix is no longer an overlap matrix. The coefficients $(1,-\sqrt2,1)$ give $4-4\sqrt2\,r$, which is no longer positive once $r\ge1/\sqrt2\approx0.71$; this is the exact limit for three sites. Longer chains fail at smaller $r$, but never at $|r|\le 1/2$.

This bears on extended Hückel calculations, whose secular problem $Hc=ESc$ contains the overlap matrix $S$, which is positive definite for linearly independent orbitals; the model here is a uniform finite chain with one orbital per site and a single overlap parameter.

```lean
import Mathlib

open Matrix

namespace OverlapCutoff

noncomputable section
```

## The chain and its cutoff

Number the sites $0,\dots,n-1$. A uniform chain has matrix entries $s(|i-j|)$, where $s$ is a function of the separation.

```lean
/-- The matrix of a uniform chain of `n` orbitals, whose entries `s |i - j|` depend only on
the separation of the two sites. -/
def chainMatrix (s : ℕ → ℝ) (n : ℕ) : Matrix (Fin n) (Fin n) ℝ :=
  Matrix.of fun i j => s ((i : ℤ) - (j : ℤ)).natAbs
```

The full overlap is $s(d)=r^d$, a postulate that stands for exponential decay with distance; the overlaps of actual orbitals need not follow it. Between two equal 1s Slater orbitals, for instance, the exponential is multiplied by a polynomial in the distance. A negative $r$ describes the same chain with the sign of every second orbital reversed.

```lean
/-- The overlap `r ^ d` at separation `d` along the chain; it decays geometrically when
`0 < |r| < 1`. -/
def expOverlap (r : ℝ) (d : ℕ) : ℝ := r ^ d
```

The cutoff keeps $s(0)$ and $s(1)$ only.

```lean
/-- The nearest-neighbour cutoff: everything beyond separation one is set to zero. -/
def cutoff (s : ℕ → ℝ) (d : ℕ) : ℝ := if d ≤ 1 then s d else 0
```

An orbital with real coefficients $c_i$ has squared norm $N_n=\sum_{i,j<n}s(|i-j|)\,c_ic_j$. In Lean, `c` is an infinite sequence of which only the first `n` terms enter.

```lean
/-- The squared norm of the orbital with coefficients `c` on the first `n` sites, when the
overlap at separation `d` is `s d`. -/
def orbitalNorm (s : ℕ → ℝ) (n : ℕ) (c : ℕ → ℝ) : ℝ :=
  ∑ i ∈ Finset.range n, ∑ j ∈ Finset.range n, s ((i : ℤ) - (j : ℤ)).natAbs * c i * c j
```

For the full overlap, site $n$ overlaps with the part of the orbital before it by $t_n=\sum_{j<n}r^{n-j}c_j$.

```lean
/-- The overlap of site `n` with the part of the orbital that lies on the sites before it. -/
def tail (r : ℝ) (c : ℕ → ℝ) (n : ℕ) : ℝ :=
  ∑ j ∈ Finset.range n, expOverlap r (n - j) * c j
```

The double sum is the quadratic form $c^{T}Sc$, as expanding the matrix product shows.

```lean
/-- The squared norm of an orbital is the quadratic form of the overlap matrix. -/
theorem quadraticForm_eq (s : ℕ → ℝ) (n : ℕ) (c : ℕ → ℝ) :
    (fun i : Fin n => c i) ⬝ᵥ chainMatrix s n *ᵥ (fun i : Fin n => c i)
      = orbitalNorm s n c := by
  unfold orbitalNorm
  rw [Finset.sum_range]
  simp only [dotProduct, Matrix.mulVec, chainMatrix, Matrix.of_apply, Finset.mul_sum]
  refine Finset.sum_congr rfl fun i _ => ?_
  rw [Finset.sum_range]
  refine Finset.sum_congr rfl fun j _ => ?_
  ring
```

## Adding one site

Enlarging the double sum by site $n$ adds a diagonal term and an equal row and column:
$$N_{n+1}=N_n+s(0)c_n^2+2c_n\sum_{j<n}s(n-j)c_j .$$
In the proof, `h1` and `h2` are the column and the row.

```lean
/-- Adding site `n` to the chain adds to the squared norm of the orbital the squared norm of the new
term and twice the overlap of that term with the rest of the orbital. -/
theorem orbitalNorm_succ (s : ℕ → ℝ) (n : ℕ) (c : ℕ → ℝ) :
    orbitalNorm s (n + 1) c = orbitalNorm s n c + s 0 * c n ^ 2
      + 2 * c n * ∑ j ∈ Finset.range n, s (n - j) * c j := by
  have h1 : ∑ i ∈ Finset.range n, s ((i : ℤ) - (n : ℤ)).natAbs * c i * c n
      = c n * ∑ j ∈ Finset.range n, s (n - j) * c j := by
    rw [Finset.mul_sum]
    refine Finset.sum_congr rfl fun i hi => ?_
    have hi' := Finset.mem_range.mp hi
    rw [show ((i : ℤ) - (n : ℤ)).natAbs = n - i by omega]
    ring
  have h2 : ∑ i ∈ Finset.range n, s ((n : ℤ) - (i : ℤ)).natAbs * c n * c i
      = c n * ∑ j ∈ Finset.range n, s (n - j) * c j := by
    rw [Finset.mul_sum]
    refine Finset.sum_congr rfl fun i hi => ?_
    have hi' := Finset.mem_range.mp hi
    rw [show ((n : ℤ) - (i : ℤ)).natAbs = n - i by omega]
    ring
  have h0 : ((n : ℤ) - (n : ℤ)).natAbs = 0 := by omega
  unfold orbitalNorm
  simp only [Finset.sum_range_succ, Finset.sum_add_distrib]
  rw [h1, h2, h0]
  ring
```

`PosDef` means that $S$ is symmetric and $x^{T}Sx>0$ for every $x\ne0$. Symmetry follows from $|i-j|=|j-i|$. It then suffices that $N_n\le0$ forces $c_0=\dots=c_{n-1}=0$; the proof extends $x$ by zeros to a sequence and argues by contradiction.

```lean
/-- If only the zero orbital has a nonpositive squared norm, the overlap matrix is positive
definite. -/
theorem posDef_of_norm (s : ℕ → ℝ) (n : ℕ)
    (h : ∀ c : ℕ → ℝ, orbitalNorm s n c ≤ 0 → ∀ i < n, c i = 0) :
    (chainMatrix s n).PosDef := by
  rw [Matrix.posDef_iff_dotProduct_mulVec]
  refine ⟨Matrix.IsHermitian.ext fun i j => ?_, ?_⟩
  · simp only [chainMatrix, Matrix.of_apply, star_trivial]
    rw [show ((j : ℤ) - (i : ℤ)).natAbs = ((i : ℤ) - (j : ℤ)).natAbs by omega]
  · intro x hx
    by_contra hneg
    apply hx
    -- continue the coefficients by zero beyond the end of the chain
    obtain ⟨c, hc⟩ : ∃ c : ℕ → ℝ, ∀ i : Fin n, c i = x i :=
      ⟨fun k => if hk : k < n then x ⟨k, hk⟩ else 0, fun i => by simp⟩
    have hle : orbitalNorm s n c ≤ 0 := by
      rw [← quadraticForm_eq, show (fun i : Fin n => c i) = x from funext hc]
      simpa only [star_trivial, not_lt] using hneg
    funext i
    rw [← hc i]
    exact h c hle i i.isLt
```

## The full overlap as a sum of squares

Taking one factor $r$ out of each term gives $t_{n+1}=r(t_n+c_n)$.

```lean
theorem tail_succ (r : ℝ) (c : ℕ → ℝ) (n : ℕ) :
    tail r c (n + 1) = r * (tail r c n + c n) := by
  unfold tail expOverlap
  rw [Finset.sum_range_succ, mul_add, Finset.mul_sum, show n + 1 - n = 1 by omega, pow_one]
  congr 1
  refine Finset.sum_congr rfl fun j hj => ?_
  have hj' := Finset.mem_range.mp hj
  rw [show n + 1 - j = (n - j) + 1 by omega, pow_succ]
  ring
```

With $u_k=t_k+c_k$, the claim is
$$N_n=t_n^2+(1-r^2)\sum_{k<n}u_k^2 .$$
Both sides vanish at $n=0$. The next site adds $c_n^2+2c_nt_n$, which turns $t_n^2$ into $u_n^2=r^2u_n^2+(1-r^2)u_n^2=t_{n+1}^2+(1-r^2)u_n^2$. The induction does this, with `ring` for the algebra.

```lean
/-- With geometrically decaying overlap the squared norm is a sum of squares in which all
but one carry the weight `1 - r ^ 2`. -/
theorem expNorm_eq (r : ℝ) (c : ℕ → ℝ) (n : ℕ) :
    orbitalNorm (expOverlap r) n c = tail r c n ^ 2
      + (1 - r ^ 2) * ∑ k ∈ Finset.range n, (tail r c k + c k) ^ 2 := by
  induction n with
  | zero => simp [orbitalNorm, tail]
  | succ n ih =>
    have ht : ∑ j ∈ Finset.range n, expOverlap r (n - j) * c j = tail r c n := rfl
    have h0 : expOverlap r 0 = 1 := by simp [expOverlap]
    rw [orbitalNorm_succ, ht, h0, ih, Finset.sum_range_succ, tail_succ]
    ring
```

Let $|r|<1$ and $N_n\le0$. The weight $1-r^2$ is positive, so every $u_k$ is zero. Since $t_0=0$, we get $c_0=0$; since $t_{k+1}=ru_k=0$, we get $c_{k+1}=0$.

```lean
/-- For `|r| < 1` the full overlap matrix `r ^ |i - j|` is positive definite for every chain
length. -/
theorem full_posDef (r : ℝ) (hr : |r| < 1) (n : ℕ) :
    (chainMatrix (expOverlap r) n).PosDef := by
  refine posDef_of_norm _ n fun c hc => ?_
  have hw : 0 < 1 - r ^ 2 := by
    have := (sq_lt_one_iff_abs_lt_one r).mpr hr
    linarith
  rw [expNorm_eq] at hc
  -- every square in the sum has to vanish
  have hu : ∀ k < n, tail r c k + c k = 0 := by
    intro k hk
    have h1 : (tail r c k + c k) ^ 2 ≤ ∑ k ∈ Finset.range n, (tail r c k + c k) ^ 2 :=
      Finset.single_le_sum (f := fun k => (tail r c k + c k) ^ 2)
        (fun i _ => sq_nonneg _) (Finset.mem_range.mpr hk)
    have h2 := mul_le_mul_of_nonneg_left h1 hw.le
    have h3 : (tail r c k + c k) ^ 2 ≤ 0 := by
      by_contra h
      have := mul_pos hw (not_le.mp h)
      linarith [sq_nonneg (tail r c n)]
    exact (pow_eq_zero_iff two_ne_zero).mp (le_antisymm h3 (sq_nonneg _))
  intro i hi
  have h := hu i hi
  cases i with
  | zero => simpa [tail] using h
  | succ k =>
    rw [tail_succ, hu k (by omega)] at h
    linarith
```

## The truncated overlap

Write $M_n$ for the squared norm after the cutoff. A new site now meets only its neighbour:
$$M_{n+2}=M_{n+1}+c_{n+1}^2+2r\,c_nc_{n+1}.$$

```lean
theorem cutoffNorm_succ (r : ℝ) (c : ℕ → ℝ) (n : ℕ) :
    orbitalNorm (cutoff (expOverlap r)) (n + 2) c
      = orbitalNorm (cutoff (expOverlap r)) (n + 1) c + c (n + 1) ^ 2
        + 2 * r * c n * c (n + 1) := by
  have hz : ∑ j ∈ Finset.range n, cutoff (expOverlap r) (n + 1 - j) * c j = 0 := by
    refine Finset.sum_eq_zero fun j hj => ?_
    have hj' := Finset.mem_range.mp hj
    rw [cutoff, if_neg (by omega), zero_mul]
  have h0 : cutoff (expOverlap r) 0 = 1 := by simp [cutoff, expOverlap]
  have h1 : cutoff (expOverlap r) 1 = r := by simp [cutoff, expOverlap]
  rw [orbitalNorm_succ, Finset.sum_range_succ, hz, show n + 1 - n = 1 by omega, h0, h1]
  ring
```

For $|r|\le1/2$, induction gives $M_{n+1}\ge c_n^2/2$. It starts from $M_1=c_0^2$. For the step, put $a=c_n$ and $b=c_{n+1}$; then
$$M_{n+2}-\tfrac12b^2\ \ge\ \tfrac12a^2+\tfrac12b^2+2rab=\tfrac12\left(r+\tfrac12\right)(a+b)^2+\tfrac12\left(\tfrac12-r\right)(a-b)^2\ \ge\ 0 .$$
The two squares are `h1` and `h2`.

```lean
/-- For `|r| ≤ 1/2` the squared norm after the cutoff is at least half the square of the
coefficient on the last site. -/
theorem cutoffNorm_ge (r : ℝ) (hr : |r| ≤ 1 / 2) (c : ℕ → ℝ) (n : ℕ) :
    c n ^ 2 / 2 ≤ orbitalNorm (cutoff (expOverlap r)) (n + 1) c := by
  obtain ⟨hl, hu⟩ := abs_le.mp hr
  induction n with
  | zero =>
    have h : orbitalNorm (cutoff (expOverlap r)) (0 + 1) c = c 0 * c 0 := by
      simp [orbitalNorm, cutoff, expOverlap]
    rw [h]
    nlinarith [sq_nonneg (c 0)]
  | succ n ih =>
    rw [cutoffNorm_succ]
    have h1 := mul_nonneg (by linarith : 0 ≤ r + 1 / 2) (sq_nonneg (c n + c (n + 1)))
    have h2 := mul_nonneg (by linarith : 0 ≤ 1 / 2 - r) (sq_nonneg (c n - c (n + 1)))
    nlinarith [h1, h2, ih]
```

For the opposite direction, choose $\varepsilon=\pm1$ with $r\varepsilon=-|r|$ and set $c_k=\varepsilon^k$. Each site contributes $1$ and each of the $n$ bonds $-2|r|$, so
$$M_{n+1}=(n+1)-2|r|n ,$$
or $1-2|r|\,n/(n+1)$ when the coefficients are scaled to $\sum_k c_k^2=1$.

```lean
/-- On a chain of `n + 1` sites with `n + 1 < 2 |r| n`, the cutoff produces an orbital of
negative squared norm. -/
theorem cutoff_negative_norm (r : ℝ) (n : ℕ) (h : (n : ℝ) + 1 < 2 * |r| * n) :
    ∃ v : Fin (n + 1) → ℝ,
      v ⬝ᵥ chainMatrix (cutoff (expOverlap r)) (n + 1) *ᵥ v < 0 := by
  -- choose the signs so that every neighbour overlap lowers the norm
  obtain ⟨ε, hε, hrε⟩ : ∃ ε : ℝ, ε ^ 2 = 1 ∧ r * ε = -|r| := by
    rcases le_total 0 r with h | h
    · exact ⟨-1, by norm_num, by rw [abs_of_nonneg h]; ring⟩
    · exact ⟨1, by norm_num, by rw [abs_of_nonpos h]; ring⟩
  have key : ∀ m : ℕ, orbitalNorm (cutoff (expOverlap r)) (m + 1) (fun k => ε ^ k)
      = (m + 1) + 2 * r * ε * m := by
    intro m
    induction m with
    | zero => simp [orbitalNorm, cutoff, expOverlap]
    | succ m ih =>
      have hs : orbitalNorm (cutoff (expOverlap r)) (m + 1 + 1) (fun k => ε ^ k)
          = orbitalNorm (cutoff (expOverlap r)) (m + 1) (fun k => ε ^ k)
            + (ε ^ (m + 1)) ^ 2 + 2 * r * ε ^ m * ε ^ (m + 1) :=
        cutoffNorm_succ r (fun k => ε ^ k) m
      have hp : (ε ^ m) ^ 2 = 1 := by rw [← pow_mul, mul_comm, pow_mul, hε, one_pow]
      rw [hs, ih]
      push_cast
      linear_combination (ε ^ 2 + 2 * r * ε) * hp + hε
  refine ⟨fun i => ε ^ (i : ℕ), ?_⟩
  calc _ = orbitalNorm (cutoff (expOverlap r)) (n + 1) (fun k => ε ^ k) :=
        quadraticForm_eq _ (n + 1) (fun k => ε ^ k)
    _ = (n + 1) + 2 * r * ε * n := key n
    _ < 0 := by
        have : 2 * r * ε * n = -(2 * |r| * n) := by linear_combination 2 * (n : ℝ) * hrε
        linarith
```

If $|r|>1/2$, any $n>1/(2|r|-1)$ makes this negative. If $|r|\le1/2$ and $M_{n+1}\le0$, the lower bound gives $c_n=0$, hence $M_n\le0$, and the argument repeats down the chain.

```lean
/-- For `|r| < 1` the full overlap matrices are positive definite for all chain lengths,
while those with the nearest-neighbour cutoff are so for all lengths iff `|r| ≤ 1/2`. -/
theorem overlap_cutoff (r : ℝ) (hr : |r| < 1) :
    (∀ n, (chainMatrix (expOverlap r) n).PosDef) ∧
      ((∀ n, (chainMatrix (cutoff (expOverlap r)) n).PosDef) ↔ |r| ≤ 1 / 2) := by
  refine ⟨full_posDef r hr, fun h => ?_, fun h n => posDef_of_norm _ n fun c => ?_⟩
  · by_contra hlt
    have hpos : 0 < 2 * |r| - 1 := by linarith [not_le.mp hlt]
    -- a long enough chain has an orbital of negative norm
    obtain ⟨n, hn⟩ := exists_nat_gt (1 / (2 * |r| - 1))
    rw [div_lt_iff₀ hpos] at hn
    obtain ⟨v, hv⟩ := cutoff_negative_norm r n (by linarith)
    have h0 := (h (n + 1)).posSemidef.dotProduct_mulVec_nonneg v
    rw [star_trivial] at h0
    linarith
  · -- the coefficients vanish one after another, from the end of the chain
    induction n with
    | zero => intro _ i hi; omega
    | succ n ih =>
      intro hc i hi
      have hn : c n = 0 := (pow_eq_zero_iff two_ne_zero).mp
        (le_antisymm (by linarith [cutoffNorm_ge r h c n]) (sq_nonneg _))
      rw [orbitalNorm_succ, hn] at hc
      rcases Nat.lt_succ_iff_lt_or_eq.mp hi with hi | hi
      · exact ih (by simpa using hc) i hi
      · rw [hi, hn]
```

In the limiting case $|r|=1/2$, the scaled value above is $1/(n+1)$: each finite chain is positive definite, but the smallest overlap eigenvalue tends to zero as the chain grows.

## Three sites that lose an energy level

Take the overlap after the cutoff, and let the Hamiltonian have only on-site energy $h_0$ and neighbour coupling $h_1$. With $a=h_0-E$ and $b=h_1-rE$, the secular determinant is $a(a^2-2b^2)$. Its cubic coefficient is $-(1-2r^2)$, which vanishes at $2r^2=1$, leaving
$$(h_0-E)\left[h_0^2-2h_1^2-2(h_0-2rh_1)E\right].$$
Three orbitals then yield at most two energies, or, if $h_0=2rh_1$, a determinant that is zero for every $E$.

```lean
/-- For three sites with `2 r ^ 2 = 1` and any uniform nearest-neighbour Hamiltonian, the secular
determinant after the cutoff has no cubic term in the energy `E`. -/
theorem trimer_secular (h : ℕ → ℝ) (r E : ℝ) (hr : 2 * r ^ 2 = 1) :
    (chainMatrix (cutoff h) 3 - E • chainMatrix (cutoff (expOverlap r)) 3).det
      = (h 0 - E) * (h 0 ^ 2 - 2 * h 1 ^ 2 - 2 * (h 0 - 2 * r * h 1) * E) := by
  have hm : ∀ s : ℕ → ℝ, chainMatrix (cutoff s) 3
      = !![s 0, s 1, 0; s 1, s 0, s 1; 0, s 1, s 0] := by
    intro s
    ext i j
    fin_cases i <;> fin_cases j <;> rfl
  rw [hm, hm, Matrix.det_fin_three]
  simp [expOverlap]
  linear_combination (-(h 0 - E) * E ^ 2) * hr

end

end OverlapCutoff
```

```lean
#print axioms OverlapCutoff.overlap_cutoff
-- 'OverlapCutoff.overlap_cutoff' depends on axioms: [propext, Classical.choice, Quot.sound]
#print axioms OverlapCutoff.trimer_secular
-- 'OverlapCutoff.trimer_secular' depends on axioms: [propext, Classical.choice, Quot.sound]
```
